# Spin adaptation of the closed-shell direct-RPA Casida matrix

A program that computes the screened interaction of a closed-shell molecule in spatial orbitals can go wrong by a factor of two in two places. If the coupling keeps its spin-orbital prefactor, the excitation energies are wrong. If the sum over spins is left out of the response, the screening is halved. Comparing excitation energies with a spin-orbital program can reveal only the first error, and the two lists differ even when both programs are correct, because the spin-orbital program also finds the bare orbital-energy gaps, which the spatial-orbital program need not show. The identities below fix both factors and account for the additional excitation energies, for the direct random-phase approximation (RPA) with real orbitals.

## Two spin channels from one pair of blocks

Let $i$ label the spatial excitations from an occupied to an empty orbital. Let $D$ be the diagonal matrix of orbital-energy gaps $D_i\ge 0$, $K$ the real matrix of Coulomb couplings between excitations, and $R=D^{1/2}$. In spin orbitals every excitation occurs once for each spin, and the Casida matrix, whose eigenvalues are squared excitation energies, is

$$N=\begin{pmatrix}S&O\\O&S\end{pmatrix},\qquad S=R(D+2K)R,\qquad O=2RKR .$$

The singlet matrix in spatial orbitals is $M=R(D+4K)R$. Let $b$ and $c$ be complex vectors with one component for each spatial excitation. The claims are

$$\det(x-N)=\det(x-M)\prod_i(x-D_i^2),$$

and, for complex $z$ that is not an eigenvalue of $N$,

$$(b,b)^T(z-N)^{-1}(c,c)=2\,b^T(z-M)^{-1}c .$$

Everything rests on the sum and the difference of the blocks:

$$S+O=R(D+4K)R=M,\qquad S-O=RDR=D^2 .$$

The coupling cancels in the difference, and the diagonal matrices $R$ and $D$ commute.

For the characteristic polynomial, multiplying out the blocks confirms that

$$N=\begin{pmatrix}1&0\\1&1\end{pmatrix}\begin{pmatrix}S+O&O\\0&S-O\end{pmatrix}\begin{pmatrix}1&0\\-1&1\end{pmatrix}.$$

The outer factors are inverse to each other, so $N$ is similar to the block-triangular matrix in the middle. Its characteristic polynomial is the product of those of $M$ and $D^2$.

For the resolvent, let $y=(y_\uparrow,y_\downarrow)$ solve $(z-N)y=(c,c)$, that is,

$$zy_\uparrow-Sy_\uparrow-Oy_\downarrow=c,\qquad zy_\downarrow-Oy_\uparrow-Sy_\downarrow=c .$$

Adding the two equations gives $(z-M)(y_\uparrow+y_\downarrow)=2c$. If $z-M$ is invertible, then

$$(b,b)^Ty=b^T(y_\uparrow+y_\downarrow)=2\,b^T(z-M)^{-1}c .$$

It is invertible whenever $z-N$ is: a vector $v\neq0$ with $(z-M)v=0$ would give $(z-N)(v,v)=0$.

For a source $(c,-c)$, subtracting the equations gives $(z-D_i^2)(y_{\uparrow i}-y_{\downarrow i})=2c_i$. If $z$ is not an eigenvalue of $N$, it differs from every $D_i^2$, since otherwise a source with $c_i=1$ would give $0=2$. Hence

$$(b,-b)^T(z-N)^{-1}(c,-c)=2\sum_i\frac{b_ic_i}{z-D_i^2}.$$

The factor 2 belongs to the unnormalised vectors $(b,b)$ and $(c,c)$. Between $(b,b)/\sqrt2$ and $(c,c)/\sqrt2$ the matrix element is $b^T(z-M)^{-1}c$. In a spin-summed response both spins carry the full amplitude, and the 2 stays.

## One excitation in numbers

Take a single excitation with $D=4$ and $K=5/4$ in arbitrary units, so $R=2$. Then $S=26$, $O=10$ and $M=36$, and

$$\det(x-N)=(x-26)^2-100=(x-36)(x-16).$$

The excitation energies are 6 for the singlet and 4, the bare gap, for the other channel. Using $D+2K$ in the spatial-orbital matrix would have given $\sqrt{26}\approx5.10$ instead of 6.

At $z=0$ with $b=c=1$, the entries of $N^{-1}$ sum to $(26+26-10-10)/576=1/18$. The left side of the resolvent identity is therefore $-1/18$, and the right side is $2/(0-36)=-1/18$.

## The matrices in Lean

The finite type `n` indexes the spatial excitations.

```lean
import Mathlib

open Matrix

namespace CasidaSpinAdaptation

noncomputable section

variable {n m : Type*} [Fintype n] [DecidableEq n] [Fintype m] [DecidableEq m]
```

The gaps are a function `D : n → ℝ`, and `diagonal` turns them into a matrix.

```lean
/-- The diagonal matrix `R` of square roots of the orbital-energy gaps `D`. -/
def sqrtGap (D : n → ℝ) : Matrix n n ℝ := diagonal fun i => √(D i)
```

The two spin blocks $S$ and $O$ contain the same `K`. This is the physical content of direct RPA: the Coulomb interaction does not distinguish spins, and there is no exchange term. A spin-dependent exchange-correlation kernel or Hartree–Fock exchange would need different blocks.

```lean
/-- The block `R (D + 2K) R` coupling excitations of equal spin. -/
def sameSpin (D : n → ℝ) (K : Matrix n n ℝ) : Matrix n n ℝ :=
  sqrtGap D * (diagonal D + (2 : ℝ) • K) * sqrtGap D

/-- The block `2 R K R` coupling excitations of opposite spin. -/
def oppositeSpin (D : n → ℝ) (K : Matrix n n ℝ) : Matrix n n ℝ :=
  (2 : ℝ) • (sqrtGap D * K * sqrtGap D)
```

The index type `n ⊕ n` holds the spin-up excitations under `Sum.inl` and the spin-down ones under `Sum.inr`. Both spins share the same gaps, as in a closed shell.

```lean
/-- The Casida matrix in the spin-orbital basis: spin-up excitations first, then spin-down. -/
def casida (D : n → ℝ) (K : Matrix n n ℝ) : Matrix (n ⊕ n) (n ⊕ n) ℝ :=
  fromBlocks (sameSpin D K) (oppositeSpin D K) (oppositeSpin D K) (sameSpin D K)

/-- The singlet Casida matrix `R (D + 4K) R` in the spatial-orbital basis. -/
def singletCasida (D : n → ℝ) (K : Matrix n n ℝ) : Matrix n n ℝ :=
  sqrtGap D * (diagonal D + (4 : ℝ) • K) * sqrtGap D
```

These matrices are taken as definitions and are not derived from response theory. `K` may be any real square matrix; symmetry, which the physical coupling has, is not used.

The matrices are real, but $z$ is complex, so `secular z A` is $z-A$ with the entries of $A$ read as complex numbers. Here $z$ stands for a squared frequency, and "not an eigenvalue" is expressed as a nonzero determinant.

```lean
/-- The matrix `z - A` of a real matrix `A` at a complex squared frequency `z`. -/
def secular (z : ℂ) (A : Matrix m m ℝ) : Matrix m m ℂ :=
  z • (1 : Matrix m m ℂ) - A.map Complex.ofReal
```

## Sum and difference of the blocks

For the sum, `simp only` multiplies out the products and `module` collects the coefficients, $2+2=4$.

```lean
/-- The sum of the equal-spin and opposite-spin blocks is the singlet Casida matrix. -/
theorem same_add_opposite (D : n → ℝ) (K : Matrix n n ℝ) :
    sameSpin D K + oppositeSpin D K = singletCasida D K := by
  simp only [sameSpin, oppositeSpin, singletCasida, Matrix.mul_add, Matrix.add_mul,
    Matrix.mul_smul, Matrix.smul_mul]
  module
```

The difference uses $\sqrt{D_i}\,D_i\sqrt{D_i}=D_i^2$, and this is where nonnegative gaps enter, through `hD`.

```lean
/-- In the difference of the two spin blocks the coupling cancels, leaving the squared gaps. -/
theorem same_sub_opposite (D : n → ℝ) (hD : ∀ i, 0 ≤ D i) (K : Matrix n n ℝ) :
    sameSpin D K - oppositeSpin D K = diagonal fun i => D i ^ 2 := by
  have h : sqrtGap D * diagonal D * sqrtGap D = diagonal fun i => D i ^ 2 := by
    simp only [sqrtGap, diagonal_mul_diagonal]
    congr 1
    funext i
    linear_combination D i * Real.mul_self_sqrt (hD i)
  rw [← h]
  simp only [sameSpin, oppositeSpin, Matrix.mul_add, Matrix.add_mul,
    Matrix.mul_smul, Matrix.smul_mul]
  module
```

## Factorisation of the characteristic polynomial

In the next proof `hsim` is the triangular factorisation displayed above, and `hinv` says that the outer factors are inverse. `Matrix.charpoly_mul_comm` moves the first factor to the end, where it cancels. The triangular matrix then splits into its diagonal blocks, and `hdiag` evaluates the polynomial of $D^2$. Since this is an identity of polynomials, it also counts multiplicities, including cases where an eigenvalue of $M$ coincides with a squared gap.

```lean
/-- The characteristic polynomial of the spin-orbital Casida matrix is that of the singlet
matrix times the product of the factors `x - D i ^ 2`. -/
theorem casida_charpoly (D : n → ℝ) (hD : ∀ i, 0 ≤ D i) (K : Matrix n n ℝ) :
    (casida D K).charpoly = (singletCasida D K).charpoly *
      ∏ i, (Polynomial.X - Polynomial.C (D i ^ 2)) := by
  -- a change of basis makes the matrix block triangular
  have hsim : casida D K = fromBlocks 1 0 1 1 *
      (fromBlocks (sameSpin D K + oppositeSpin D K) (oppositeSpin D K) 0
        (sameSpin D K - oppositeSpin D K) * fromBlocks 1 0 (-1) 1) := by
    rw [← Matrix.mul_assoc]
    simp [casida, fromBlocks_multiply]
  have hinv : (fromBlocks 1 0 (-1) 1 : Matrix (n ⊕ n) (n ⊕ n) ℝ) * fromBlocks 1 0 1 1 = 1 := by
    simp [fromBlocks_multiply]
  have hdiag : (diagonal fun i => D i ^ 2).charpoly =
      ∏ i, (Polynomial.X - Polynomial.C (D i ^ 2)) := by
    have h : charmatrix (diagonal fun i => D i ^ 2) =
        diagonal fun i => Polynomial.X - Polynomial.C (D i ^ 2) := by
      ext1 i j
      by_cases hij : i = j
      · subst hij
        simp
      · simp [hij]
    rw [Matrix.charpoly, h, det_diagonal]
  rw [hsim, Matrix.charpoly_mul_comm, Matrix.mul_assoc, hinv, Matrix.mul_one,
    Matrix.charpoly_fromBlocks_zero₂₁, same_add_opposite, same_sub_opposite D hD, hdiag]
```

## Response to a spin-independent source

The first lemma writes $(z-A)y$ in components, so that the spin equations can be added as ordinary sums.

```lean
/-- The action of `z - A` on a vector, written in components. -/
theorem secular_mulVec (z : ℂ) (A : Matrix m m ℝ) (y : m → ℂ) (i : m) :
    (secular z A *ᵥ y) i = z * y i - ∑ j, (A i j : ℂ) * y j := by
  simp [secular, mulVec, dotProduct, sub_mul, Finset.sum_sub_distrib, Matrix.one_apply]
```

`Sum.elim v v` is the stacked vector $(v,v)$. On such vectors $z-N$ acts as $z-M$ in each half.

```lean
/-- On a vector with equal spin-up and spin-down parts, the spin-orbital matrix `z - N` acts
as the singlet matrix `z - M` on each part. -/
theorem secular_casida_symmetric (D : n → ℝ) (K : Matrix n n ℝ) (z : ℂ) (v : n → ℂ) :
    secular z (casida D K) *ᵥ Sum.elim v v =
      Sum.elim (secular z (singletCasida D K) *ᵥ v) (secular z (singletCasida D K) *ᵥ v) := by
  rw [← same_add_opposite]
  funext i
  rcases i with i | i <;>
  simp only [Sum.elim_inl, Sum.elim_inr, secular_mulVec, Fintype.sum_sum_type, casida,
    fromBlocks_apply₁₁, fromBlocks_apply₁₂, fromBlocks_apply₂₁, fromBlocks_apply₂₂,
    Matrix.add_apply, Complex.ofReal_add, add_mul, Finset.sum_add_distrib]
  ring
```

The following theorem assumes only that $z$ is not an eigenvalue of $M$, and speaks of any solution `y` of the response equation. It therefore applies also at a squared gap $z=D_i^2$ that is not an eigenvalue of $M$: there `y` is not unique, but its spin-summed amplitude is. In the proof `h1` and `h2` are the spin-up and spin-down equations, and `linear_combination h1 + h2` adds them. The product `⬝ᵥ` is $b^Ty$ without complex conjugation.

```lean
/-- If `z` is not an eigenvalue of the singlet matrix, every response `y` of the spin-orbital system
to the spin-independent source `(c, c)` has a product with `(b, b)` equal to twice the singlet
resolvent between `b` and `c`. -/
theorem spin_summed_response (D : n → ℝ) (K : Matrix n n ℝ) (z : ℂ) (b c : n → ℂ)
    (hM : (secular z (singletCasida D K)).det ≠ 0) (y : n ⊕ n → ℂ)
    (hy : secular z (casida D K) *ᵥ y = Sum.elim c c) :
    Sum.elim b b ⬝ᵥ y = 2 * (b ⬝ᵥ ((secular z (singletCasida D K))⁻¹ *ᵥ c)) := by
  -- add the spin-up and spin-down equations
  have hs : secular z (singletCasida D K) *ᵥ (fun i => y (Sum.inl i) + y (Sum.inr i)) =
      c + c := by
    rw [← same_add_opposite]
    funext i
    have h1 := congrFun hy (Sum.inl i)
    have h2 := congrFun hy (Sum.inr i)
    simp only [secular_mulVec, Fintype.sum_sum_type, casida, fromBlocks_apply₁₁,
      fromBlocks_apply₁₂, fromBlocks_apply₂₁, fromBlocks_apply₂₂, Sum.elim_inl,
      Sum.elim_inr] at h1 h2
    simp only [secular_mulVec, Matrix.add_apply, Pi.add_apply, Complex.ofReal_add, add_mul,
      mul_add, Finset.sum_add_distrib]
    linear_combination h1 + h2
  have e : (fun i => y (Sum.inl i) + y (Sum.inr i)) =
      (secular z (singletCasida D K))⁻¹ *ᵥ (c + c) := by
    rw [← hs, mulVec_mulVec, nonsing_inv_mul _ (isUnit_iff_ne_zero.mpr hM), one_mulVec]
  calc Sum.elim b b ⬝ᵥ y = b ⬝ᵥ (fun i => y (Sum.inl i) + y (Sum.inr i)) := by
        simp [dotProduct, Fintype.sum_sum_type, mul_add, Finset.sum_add_distrib]
    _ = _ := by
        rw [e, mulVec_add, dotProduct_add]
        ring
```

The resolvent identity follows by taking `y` to be $(z-N)^{-1}(c,c)$. The first bullet of the proof lifts a null vector of $z-M$ to one of $z-N$, which `hN` forbids; the second checks that this `y` solves the equation.

```lean
/-- For `z` not an eigenvalue of the spin-orbital Casida matrix, its resolvent between
spin-independent vectors is twice the singlet resolvent between their spatial parts. -/
theorem spin_summed_resolvent (D : n → ℝ) (K : Matrix n n ℝ) (z : ℂ) (b c : n → ℂ)
    (hN : (secular z (casida D K)).det ≠ 0) :
    Sum.elim b b ⬝ᵥ ((secular z (casida D K))⁻¹ *ᵥ Sum.elim c c) =
      2 * (b ⬝ᵥ ((secular z (singletCasida D K))⁻¹ *ᵥ c)) := by
  apply spin_summed_response
  · -- a singlet null vector would lift to a spin-orbital null vector
    intro h
    obtain ⟨v, hv, h0⟩ := Matrix.exists_mulVec_eq_zero_iff.mpr h
    refine hN (Matrix.exists_mulVec_eq_zero_iff.mp ⟨Sum.elim v v, ?_, ?_⟩)
    · intro hw
      exact hv (funext fun i => congrFun hw (Sum.inl i))
    · rw [secular_casida_symmetric, h0]
      funext i
      rcases i with i | i <;> rfl
  · rw [mulVec_mulVec, mul_nonsing_inv _ (isUnit_iff_ne_zero.mpr hN), one_mulVec]
```

In a *GW* calculation on a closed-shell molecule with direct-RPA screening, the Coulomb potential drives both spins equally. The spin-independent vectors are then the relevant ones, and a matrix of half the dimension suffices. For the screening part of the interaction between two orbital products, $b_i$ and $c_i$ are $\sqrt{D_i}$ times the Coulomb integrals of excitation $i$ with these products, and $z$ is the squared frequency. The response carries a further factor 2, the same in both bases, from combining the poles at positive and negative frequency. With the 2 from the spin sum, the prefactor in spatial orbitals is therefore 4.

## The uncoupled spin-antisymmetric channel

With the source $(c,-c)$ the two equations are subtracted. In `hs` the difference of the blocks is diagonal, so the sum over `j` reduces to the term `j = i`, and `linear_combination h1 - h2 + hs` gives the equation for one excitation.

```lean
/-- For a source of opposite sign on the two spins, the difference of the spin-up and spin-down
responses obeys an equation for each excitation separately, without the coupling `K`. -/
theorem antisymmetric_response (D : n → ℝ) (hD : ∀ i, 0 ≤ D i) (K : Matrix n n ℝ) (z : ℂ)
    (c : n → ℂ) (y : n ⊕ n → ℂ)
    (hy : secular z (casida D K) *ᵥ y = Sum.elim c (-c)) (i : n) :
    (z - (D i : ℂ) ^ 2) * (y (Sum.inl i) - y (Sum.inr i)) = 2 * c i := by
  have h1 := congrFun hy (Sum.inl i)
  have h2 := congrFun hy (Sum.inr i)
  simp only [secular_mulVec, Fintype.sum_sum_type, casida, fromBlocks_apply₁₁,
    fromBlocks_apply₁₂, fromBlocks_apply₂₁, fromBlocks_apply₂₂, Sum.elim_inl,
    Sum.elim_inr, Pi.neg_apply] at h1 h2
  -- the difference of the blocks is diagonal, so only one term of the sum survives
  have hs : ∑ j, ((sameSpin D K - oppositeSpin D K) i j : ℂ) *
      (y (Sum.inl j) - y (Sum.inr j)) = (D i : ℂ) ^ 2 * (y (Sum.inl i) - y (Sum.inr i)) := by
    rw [same_sub_opposite D hD, Finset.sum_eq_single i]
    · simp
    · intro j _ hj
      simp [Matrix.diagonal_apply_ne' _ hj]
    · simp
  simp only [Matrix.sub_apply, Complex.ofReal_sub, sub_mul, mul_sub,
    Finset.sum_sub_distrib] at hs
  linear_combination h1 - h2 + hs
```

In the last theorem `hne` uses the unit source `Pi.single i 1` to show $z\ne D_i^2$. The equation for each excitation can then be divided by $z-D_i^2$, and the contributions are summed. Within this model the spin-antisymmetric response is that of independent excitations, with poles only at squared bare gaps.

```lean
/-- Between vectors of opposite sign on the two spins, the spin-orbital resolvent is a sum over
independent excitations with poles at the squared gaps. -/
theorem antisymmetric_resolvent (D : n → ℝ) (hD : ∀ i, 0 ≤ D i) (K : Matrix n n ℝ) (z : ℂ)
    (b c : n → ℂ) (hN : (secular z (casida D K)).det ≠ 0) :
    Sum.elim b (-b) ⬝ᵥ ((secular z (casida D K))⁻¹ *ᵥ Sum.elim c (-c)) =
      2 * ∑ i, b i * c i / (z - (D i : ℂ) ^ 2) := by
  have hsol : ∀ u : n ⊕ n → ℂ,
      secular z (casida D K) *ᵥ ((secular z (casida D K))⁻¹ *ᵥ u) = u := fun u => by
    rw [mulVec_mulVec, mul_nonsing_inv _ (isUnit_iff_ne_zero.mpr hN), one_mulVec]
  -- a unit source on excitation `i` shows that `z` is not a squared gap
  have hne : ∀ i, z - (D i : ℂ) ^ 2 ≠ 0 := fun i h0 => by
    have h := antisymmetric_response D hD K z (Pi.single i 1) _ (hsol _) i
    rw [h0] at h
    simp at h
  have key := antisymmetric_response D hD K z c _ (hsol _)
  generalize (secular z (casida D K))⁻¹ *ᵥ Sum.elim c (-c) = y at key ⊢
  simp only [dotProduct, Fintype.sum_sum_type, Sum.elim_inl, Sum.elim_inr, Pi.neg_apply]
  rw [← Finset.sum_add_distrib, Finset.mul_sum]
  refine Finset.sum_congr rfl fun i _ => ?_
  have e : y (Sum.inl i) - y (Sum.inr i) = 2 * c i / (z - (D i : ℂ) ^ 2) :=
    eq_div_of_mul_eq (hne i) (by linear_combination key i)
  linear_combination b i * e

end

end CasidaSpinAdaptation
```

```lean
#print axioms CasidaSpinAdaptation.casida_charpoly
-- 'CasidaSpinAdaptation.casida_charpoly' depends on axioms: [propext, Classical.choice, Quot.sound]
#print axioms CasidaSpinAdaptation.spin_summed_resolvent
-- 'CasidaSpinAdaptation.spin_summed_resolvent' depends on axioms: [propext, Classical.choice, Quot.sound]
#print axioms CasidaSpinAdaptation.antisymmetric_resolvent
-- 'CasidaSpinAdaptation.antisymmetric_resolvent' depends on axioms: [propext, Classical.choice, Quot.sound]
```
